# Exact forces in two basins separated by a collective coordinate leave their energy offset free

An energy surface is taken here to be any continuously differentiable function E: V → ℝ on a real normed space V, with no functional form imposed. For N atoms, V can be ℝ³ᴺ. The basins are sets of configurations A and B, held apart by a gap in a continuously differentiable collective coordinate ξ. The forces on A and B then leave the energy difference between a point of A and a point of B free. A potential fitted only to forces from two such basins, for example those of two isomers of a molecule, therefore needs further data for this difference, unless its functional form together with those forces determines it.

```lean
import Mathlib

open Set

namespace ForceMatchingBasins

noncomputable section

variable {V : Type*} [NormedAddCommGroup V] [NormedSpace ℝ V]
```

The last line declares V. Periodic cells and energies that diverge when atoms overlap do not fit this setting directly.

```lean
/-- The differentiable energy surfaces `E` and `F` have the same forces on the set `S` of
configurations: their derivatives agree at every point of `S`. -/
def SameForces (E F : V → ℝ) (S : Set V) : Prop :=
  ∀ x ∈ S, fderiv ℝ F x = fderiv ℝ E x
```

`fderiv ℝ E x` is the derivative dE(x), a linear map from displacements to energy changes. The force is −dE(x), so equal derivatives mean equal forces. `SameForces E F S` demands this at every x in S.

```lean
/-- A smooth switch along a collective coordinate `s`, rescaled to the window from `β` to `γ`;
its domain is `β < γ`. -/
def switch (β γ s : ℝ) : ℝ := Real.smoothTransition ((s - β) / (γ - β))
```

Mathlib's `Real.smoothTransition`, written σ below, is a smooth function with values between 0 and 1. Its value σ(u) at a real number u is 0 for u ≤ 0 and 1 for u ≥ 1. The switch rescales it to the window from β to γ:

w(s) = σ((s − β)/(γ − β)).

```lean
/-- For `β < γ` the switch is off up to the lower edge `β` of the window. -/
theorem switch_of_le {β γ s : ℝ} (h : β < γ) (hs : s ≤ β) : switch β γ s = 0 :=
  Real.smoothTransition.zero_of_nonpos
    (div_nonpos_of_nonpos_of_nonneg (by linarith) (by linarith))
```

If s ≤ β, the argument of σ is at most 0, so w(s) = 0.

```lean
/-- For `β < γ` the switch is fully on from the upper edge `γ` of the window. -/
theorem switch_of_ge {β γ s : ℝ} (h : β < γ) (hs : γ ≤ s) : switch β γ s = 1 :=
  Real.smoothTransition.one_of_one_le
    ((one_le_div (by linarith)).2 (by linarith))
```

If s ≥ γ, the argument is at least 1, so w(s) = 1.

```lean
/-- For `β < γ`, the switch of a differentiable collective coordinate `ξ` exerts no force at
configurations where `ξ` is at most `β` or at least `γ`. -/
theorem switch_force_free {β γ : ℝ} (h : β < γ) (ξ : V → ℝ) {x : V}
    (hx : ξ x ≤ β ∨ γ ≤ ξ x) : fderiv ℝ (fun y => switch β γ (ξ y)) x = 0 := by
  rcases hx with hx | hx
  · -- the switch takes its least value 0 at x
    apply IsLocalMin.fderiv_eq_zero
    refine Filter.Eventually.of_forall fun y => ?_
    show switch β γ (ξ x) ≤ switch β γ (ξ y)
    rw [switch_of_le h hx]
    exact Real.smoothTransition.nonneg _
  · -- the switch takes its greatest value 1 at x
    apply IsLocalMax.fderiv_eq_zero
    refine Filter.Eventually.of_forall fun y => ?_
    show switch β γ (ξ y) ≤ switch β γ (ξ x)
    rw [switch_of_ge h hx]
    exact Real.smoothTransition.le_one _
```

For differentiable ξ, this lemma says that w(ξ(x)) has zero derivative wherever ξ(x) ≤ β or ξ(x) ≥ γ. Lean's statement omits the differentiability hypothesis because `fderiv` is 0 by convention where no derivative exists. By hand, for differentiable ξ: in the first case w(ξ(x)) = 0, and since w is nowhere negative, x is a minimum. In the second case w(ξ(x)) = 1, and since w never exceeds 1, x is a maximum. The derivative vanishes at either, including at the edges ξ = β and ξ = γ. The tactic `rcases` splits the two cases, and `IsLocalMin.fderiv_eq_zero` and `IsLocalMax.fderiv_eq_zero` reduce them to the bounds 0 ≤ w and w ≤ 1.

```lean
/-- Let a continuously differentiable collective coordinate `ξ` be at most `β` on basin `A` and
at least `γ > β` on basin `B`. For every continuously differentiable energy surface `E`, points
`p` in `A` and `q` in `B`, and real `t`, some continuously differentiable surface has the forces
of `E` on both basins and the energy difference `t` between `q` and `p`. -/
theorem relative_stability_undetermined {A B : Set V} {E ξ : V → ℝ} {β γ : ℝ}
    (hE : ContDiff ℝ 1 E) (hξ : ContDiff ℝ 1 ξ) (h : β < γ)
    (hA : ∀ x ∈ A, ξ x ≤ β) (hB : ∀ x ∈ B, γ ≤ ξ x)
    {p q : V} (hp : p ∈ A) (hq : q ∈ B) (t : ℝ) :
    ∃ F : V → ℝ, ContDiff ℝ 1 F ∧ SameForces E F (A ∪ B) ∧ F q - F p = t := by
  have hT : ContDiff ℝ 1 Real.smoothTransition := by
    exact_mod_cast Real.smoothTransition.contDiff (n := 1)
  have hg : ContDiff ℝ 1 (fun x => switch β γ (ξ x)) :=
    hT.comp ((hξ.sub contDiff_const).div_const _)
  have hEd : Differentiable ℝ E := hE.differentiable (by norm_num)
  have hgd : Differentiable ℝ (fun x => switch β γ (ξ x)) :=
    hg.differentiable (by norm_num)
  -- add the missing part of the energy difference through the switch
  refine ⟨fun x => E x + (t - (E q - E p)) * switch β γ (ξ x),
    hE.add (contDiff_const.mul hg), ?_, ?_⟩
  · intro x hx
    have key : HasFDerivAt (fun y => E y + (t - (E q - E p)) * switch β γ (ξ y))
        (fderiv ℝ E x + (t - (E q - E p)) • fderiv ℝ (fun y => switch β γ (ξ y)) x) x :=
      (hEd x).hasFDerivAt.add ((hgd x).hasFDerivAt.const_mul _)
    have flat := switch_force_free h ξ (hx.imp (hA x) (hB x))
    rw [key.fderiv, flat, smul_zero, add_zero]
  · show E q + (t - (E q - E p)) * switch β γ (ξ q)
      - (E p + (t - (E q - E p)) * switch β γ (ξ p)) = t
    rw [switch_of_ge h (hB q hq), switch_of_le h (hA p hp)]
    ring
```

The hypotheses say that E and ξ are continuously differentiable (`ContDiff ℝ 1`), that β < γ, and that ξ ≤ β on A and ξ ≥ γ on B. The conclusion holds for any p in A, q in B and real t. The separating coordinate is assumed, not constructed from the basins.

Write Δ = E(q) − E(p) and take

F(x) = E(x) + (t − Δ) w(ξ(x)).

F is continuously differentiable, being built from such functions. Its derivative is

dF(x) = dE(x) + (t − Δ) d(w∘ξ)(x),

and on A ∪ B the last term is zero by the previous lemma. Since w(ξ(q)) = 1 and w(ξ(p)) = 0,

F(q) − F(p) = Δ + (t − Δ) = t.

In the proof, `refine` supplies this F, `key` is the derivative formula, `flat` is the vanishing term, and `ring` does the closing algebra. The difference t is one of potential energy, not free energy.

```lean
/-- On a line with `a < b < c < d`, for every continuously differentiable `E` and real `t` some
continuously differentiable `F` has the slope of `E` on `[a, b]` and on `[c, d]`, while
`F c - F b = t`. -/
theorem relative_stability_undetermined_line {a b c d : ℝ} (hab : a < b) (hbc : b < c)
    (hcd : c < d) {E : ℝ → ℝ} (hE : ContDiff ℝ 1 E) (t : ℝ) :
    ∃ F : ℝ → ℝ, ContDiff ℝ 1 F ∧
      (∀ x ∈ Icc a b ∪ Icc c d, deriv F x = deriv E x) ∧ F c - F b = t := by
  obtain ⟨F, hF, hforce, hdiff⟩ :=
    relative_stability_undetermined (A := Icc a b) (B := Icc c d) (ξ := fun x : ℝ => x)
      hE contDiff_id hbc (fun x hx => hx.2) (fun x hx => hx.1)
      (right_mem_Icc.2 hab.le) (left_mem_Icc.2 hcd.le) t
  refine ⟨F, hF, fun x hx => ?_, hdiff⟩
  unfold deriv
  rw [hforce x hx]
```

On the line, take V = ℝ, ξ(x) = x, A = [a, b], B = [c, d], β = b and γ = c. With p = b and q = c, the general theorem gives F′ = E′ on both intervals and F(c) − F(b) = t. The freedom in F(c) − F(b) comes from the slope of F in the unsampled gap between b and c.

```lean
/-- If the forces of two differentiable energy surfaces differ by at most `ε` on a convex region,
their energy differences between two points of the region differ by at most `ε` times the
distance of the points. -/
theorem energy_error_le_force_error {S : Set V} (hS : Convex ℝ S) {E F : V → ℝ}
    (hE : Differentiable ℝ E) (hF : Differentiable ℝ F) {ε : ℝ}
    (h : ∀ x ∈ S, ‖fderiv ℝ F x - fderiv ℝ E x‖ ≤ ε) {p q : V} (hp : p ∈ S) (hq : q ∈ S) :
    |(F q - F p) - (E q - E p)| ≤ ε * ‖q - p‖ := by
  -- mean value inequality for the error surface F - E
  have key : ‖(F q - E q) - (F p - E p)‖ ≤ ε * ‖q - p‖ :=
    Convex.norm_image_sub_le_of_norm_hasFDerivWithin_le
      (f := fun x => F x - E x) (f' := fun x => fderiv ℝ F x - fderiv ℝ E x)
      (fun x _ => ((hF x).hasFDerivAt.sub (hE x).hasFDerivAt).hasFDerivWithinAt) h hS hp hq
  have e : (F q - F p) - (E q - E p) = (F q - E q) - (F p - E p) := by ring
  rw [e, ← Real.norm_eq_abs]
  exact key
```

Within one convex region S, forces do control energy differences. Let g = F − E, with ‖dg(x)‖ ≤ ε on S. The segment from p to q stays in S, so the mean value theorem along it gives a point x* with

g(q) − g(p) = dg(x*)(q − p).

Hence |g(q) − g(p)| ≤ ε‖q − p‖. The left side is the error in the energy difference. Lean takes this bound from Mathlib's mean value inequality and then regroups the terms. With the Euclidean norm on ℝ³ᴺ, ε bounds the length of the full force-error vector over all atoms. If each component of the error is only known to be at most δ in size, the bound holds with ε = √(3N) δ.

```lean
/-- Two differentiable energy surfaces with the same forces on a convex basin have the same
energy differences inside it. -/
theorem energy_difference_within_basin {S : Set V} (hS : Convex ℝ S) {E F : V → ℝ}
    (hE : Differentiable ℝ E) (hF : Differentiable ℝ F) (h : SameForces E F S)
    {p q : V} (hp : p ∈ S) (hq : q ∈ S) : F q - F p = E q - E p := by
  have key := energy_error_le_force_error hS hE hF (ε := 0)
    (fun x hx => by simp [h x hx]) hp hq
  rw [zero_mul] at key
  exact sub_eq_zero.1 (abs_eq_zero.1 (le_antisymm key (abs_nonneg _)))
```

Exact forces are the case ε = 0. The absolute error is then at most 0, so

F(q) − F(p) = E(q) − E(p)

for all p and q in the convex basin. Convexity serves only to keep the straight path from p to q inside the basin. For exact forces, any continuously differentiable path inside it would do as well.

```lean
/-- Let two differentiable energy surfaces have the same forces on two convex basins. If they
agree on one energy difference between the basins, they agree on every such difference. -/
theorem one_reference_difference_suffices {A B : Set V} (hA : Convex ℝ A) (hB : Convex ℝ B)
    {E F : V → ℝ} (hE : Differentiable ℝ E) (hF : Differentiable ℝ F)
    (h : SameForces E F (A ∪ B)) {p₀ q₀ : V} (hp₀ : p₀ ∈ A) (hq₀ : q₀ ∈ B)
    (href : F q₀ - F p₀ = E q₀ - E p₀) {p q : V} (hp : p ∈ A) (hq : q ∈ B) :
    F q - F p = E q - E p := by
  -- go from p to p₀ in A, across to q₀, and on to q in B
  have h1 := energy_difference_within_basin hA hE hF (fun x hx => h x (Or.inl hx)) hp hp₀
  have h2 := energy_difference_within_basin hB hE hF (fun x hx => h x (Or.inr hx)) hq₀ hq
  linarith

end

end ForceMatchingBasins
```

For two convex basins, one correct difference, between p₀ in A and q₀ in B, supplies the missing constant. For any other p in A and q in B, split the path:

F(q) − F(p) = [F(q) − F(q₀)] + [F(q₀) − F(p₀)] + [F(p₀) − F(p)].

The outer brackets agree with those of E by the preceding theorem (`h2` and `h1`), and the middle one by the hypothesis `href`. `linarith` adds the three equalities.

```lean
#print axioms ForceMatchingBasins.relative_stability_undetermined_line
#print axioms ForceMatchingBasins.energy_difference_within_basin
#print axioms ForceMatchingBasins.one_reference_difference_suffices
```

```
'ForceMatchingBasins.relative_stability_undetermined_line' depends on axioms: [propext, Classical.choice, Quot.sound]
'ForceMatchingBasins.energy_difference_within_basin' depends on axioms: [propext, Classical.choice, Quot.sound]
'ForceMatchingBasins.one_reference_difference_suffices' depends on axioms: [propext, Classical.choice, Quot.sound]
```
